# Exchange does not change the second-order dispersion energy between fragments when charge-transfer integrals vanish

## Where does the exchange term go?

Two closed-shell molecules that no longer overlap have the same second-order dispersion energy in MP2 and in direct RPA truncated at second order, provided that both use the same orbitals and orbital energies. I can't square this with the MP2 formula. It has an exchange term for every pair of excitations, and in a molecule with one occupied and one virtual orbital that term cancels half of the direct term. Why does it remove nothing from the dispersion energy between two molecules? And why does the dispersion formula have a prefactor of 4 when the direct term in MP2 only has a 2?

## Exchange between fragments needs a charge-transfer integral

The second-order energy is the sum of the two fragment energies and $-4\sum g_{iajb}^2/\Delta_{iajb}$, with $i,a$ on A and $j,b$ on B, if integrals involving charge-transfer excitations vanish and every occupied orbital lies below every virtual one. Exchange stays inside the fragment energies. The 4 is the direct 2, counted once for each order of the two fragments.

Let $i,j$ be occupied and $a,b$ virtual real orbitals with energies $e$, each assigned to a fragment. The integral $g_{iajb}=(ia|jb)$ couples the excitations $i\to a$ and $j\to b$, and $\Delta_{iajb}=e_a+e_b-e_i-e_j$. Locality means that $g_{iajb}=0$ unless $i,a$ share a fragment and $j,b$ share one. It stands for the vanishing of the product $\phi_i\phi_a$ when the two orbitals sit on distant molecules; in reality this product is exponentially small, not zero.

Since $e_i<e_a$ for all $i,a$, every $\Delta$ is positive, and the first-order equation $\Delta_{iajb}t_{iajb}+g_{iajb}=0$ gives $t_{iajb}=-g_{iajb}/\Delta_{iajb}$. With a fraction $x$ of exchange, the energy is

$$E(x)=\sum_{iajb}t_{iajb}(2g_{iajb}-x\,g_{ibja})=-\sum_{iajb}\frac{g_{iajb}(2g_{iajb}-x\,g_{ibja})}{\Delta_{iajb}}.$$

Here $x=1$ is closed-shell MP2 and $x=0$ is direct RPA to second order.

The prefactor $g_{iajb}$ removes every term in which $i\to a$ or $j\to b$ changes fragment. What remains has $i,a$ on some fragment $X$ and $j,b$ on some fragment $Y$, so $E(x)=\sum_{X,Y}E_{XY}(x)$.

- For $X=Y$, all four orbitals are on one fragment. This is the fragment energy, and exchange contributes to it.
- For $X\neq Y$, the exchange integral $g_{ibja}$ contains the excitation $i\to b$ from $X$ to $Y$, so it vanishes. The block is
$$E_{XY}=-2\sum_{i,a\in X}\sum_{j,b\in Y}\frac{g_{iajb}^2}{\Delta_{iajb}}=\tfrac12 D_{XY},\qquad D_{XY}=-4\sum_{i,a\in X}\sum_{j,b\in Y}\frac{g_{iajb}^2}{\Delta_{iajb}}.$$

With two fragments, both $E_{AB}$ and $E_{BA}$ occur. Exchanging the names $(i,a)$ and $(j,b)$ leaves $\Delta$ unchanged, and $g$ too because it is symmetric, so $D_{BA}=D_{AB}$ and

$$E(x)=E_{AA}(x)+E_{BB}(x)+D_{AB}.$$

## The same step in a dispersion calculation

Take the canonical Hartree–Fock orbitals of each monomer. With density fitting, one builds three-index quantities $B^P_{ia}$ on A and $B^P_{jb}$ on B and contracts them to $g_{iajb}\approx\sum_P B^P_{ia}B^P_{jb}$. Each value is squared, divided by $\Delta_{iajb}$ and summed, and the sum is multiplied by $-4$. No integral $g_{ibja}$ is formed. This is the uncoupled dispersion term of symmetry-adapted perturbation theory; at distances where the monomers overlap, exchange-dispersion enters as a separate term.

## Reading the formal statement

A `FragmentedSystem` stores the fragment of each orbital (`occ`, `vir`), the orbital energies (`eOcc`, `eVir`) and the integrals `g`. A single excitation is a pair, `p` for $(i,a)$ and `q` for $(j,b)$, so `M.g p q` is $g_{iajb}$ and `M.g (p.1, q.2) (q.1, p.2)` is $g_{ibja}$. The set `exc X` holds the excitations within fragment $X$, and `dispersion X Y` is $D_{XY}$.

The hypotheses are `Gapped` ($e_i<e_a$ throughout), `Local` (the condition on $g$) and `IsAmplitude` (the first-order equation for $t$). The theorem `energy_eq_fragments_add_dispersion` allows any finite number of fragments and any real $x$, and does not need symmetric integrals. Its sum runs over ordered pairs of different fragments, hence the factor 1/2. `two_fragments` adds symmetry and gives the formula for A and B, numbered 0 and 1.

The integrals are arbitrary real numbers subject to these conditions; they are not computed from orbitals. The spin-summed closed-shell energy expression is a definition, and locality is assumed. A fragment energy uses the orbital energies and integrals of the whole system, so it equals that of the isolated molecule if these are the same there, and can differ from it otherwise. The theorems concern second order alone, not the higher orders of RPA.

In Lean 4 with Mathlib:

```lean
import Mathlib

open Finset

namespace FragmentDispersion

noncomputable section

/-- Occupied orbitals `O` and virtual orbitals `V` assigned to fragments `F`, with orbital
energies and real integrals `g (i,a) (j,b)` between single excitations. -/
structure FragmentedSystem (O V F : Type*) where
  occ : O → F
  vir : V → F
  eOcc : O → ℝ
  eVir : V → ℝ
  g : O × V → O × V → ℝ

namespace FragmentedSystem

variable {O V F : Type*} [Fintype O] [Fintype V] [Fintype F] [DecidableEq F]

/-- The energy gap `e_a + e_b - e_i - e_j` of a double excitation. -/
def gap (M : FragmentedSystem O V F) (p q : O × V) : ℝ :=
  M.eVir p.2 + M.eVir q.2 - M.eOcc p.1 - M.eOcc q.1

/-- Every occupied orbital lies below every virtual orbital. -/
def Gapped (M : FragmentedSystem O V F) : Prop := ∀ i a, M.eOcc i < M.eVir a

/-- An integral `g_iajb` is nonzero only if `i, a` share a fragment and `j, b` share one. -/
def Local (M : FragmentedSystem O V F) : Prop :=
  ∀ p q, M.g p q ≠ 0 → M.occ p.1 = M.vir p.2 ∧ M.occ q.1 = M.vir q.2

/-- The first-order amplitude equation `Δ t + g = 0` for all double excitations. -/
def IsAmplitude (M : FragmentedSystem O V F) (t : O × V → O × V → ℝ) : Prop :=
  ∀ p q, M.gap p q * t p q + M.g p q = 0

/-- The single excitations that stay within fragment `X`. -/
def exc (M : FragmentedSystem O V F) (X : F) : Finset (O × V) :=
  univ.filter fun p => M.occ p.1 = X ∧ M.vir p.2 = X

/-- The contribution `t_iajb (2 g_iajb - x g_ibja)` of one pair of excitations, with a
fraction `x` of exchange. -/
def pairEnergy (M : FragmentedSystem O V F) (x : ℝ) (t : O × V → O × V → ℝ)
    (p q : O × V) : ℝ :=
  t p q * (2 * M.g p q - x * M.g (p.1, q.2) (q.1, p.2))

/-- The second-order energy of the whole system: MP2 for `x = 1`, direct RPA to second order
for `x = 0`, when `t` solves the amplitude equation. -/
def energy (M : FragmentedSystem O V F) (x : ℝ) (t : O × V → O × V → ℝ) : ℝ :=
  ∑ p, ∑ q, M.pairEnergy x t p q

/-- The part of the second-order energy in which all four orbitals belong to fragment `X`. -/
def fragmentEnergy (M : FragmentedSystem O V F) (x : ℝ) (t : O × V → O × V → ℝ) (X : F) : ℝ :=
  ∑ p ∈ M.exc X, ∑ q ∈ M.exc X, M.pairEnergy x t p q

/-- The dispersion energy `-4 ∑ g_iajb² / Δ` with `i, a` in `X` and `j, b` in `Y`, meant for
nonzero gaps. -/
def dispersion (M : FragmentedSystem O V F) (X Y : F) : ℝ :=
  -4 * ∑ p ∈ M.exc X, ∑ q ∈ M.exc Y, M.g p q ^ 2 / M.gap p q

omit [Fintype O] [Fintype V] [Fintype F] [DecidableEq F] in
/-- If occupied orbitals lie below virtual ones, all double-excitation gaps are positive. -/
theorem gap_pos (M : FragmentedSystem O V F) (hM : M.Gapped) (p q : O × V) :
    0 < M.gap p q := by
  have h1 := hM p.1 p.2
  have h2 := hM q.1 q.2
  unfold gap
  linarith

omit [Fintype O] [Fintype V] [Fintype F] [DecidableEq F] in
/-- If occupied orbitals lie below virtual ones, every solution of the amplitude equation has the
form `t = -g / Δ`. -/
theorem amplitude_eq (M : FragmentedSystem O V F) (hM : M.Gapped)
    {t : O × V → O × V → ℝ} (ht : M.IsAmplitude t) (p q : O × V) :
    t p q = -M.g p q / M.gap p q := by
  rw [eq_div_iff (M.gap_pos hM p q).ne']
  linear_combination ht p q

/-- A sum over excitations whose charge-transfer terms vanish splits into fragment sums. -/
theorem sum_by_fragment (M : FragmentedSystem O V F) (k : O × V → ℝ)
    (hk : ∀ p, k p ≠ 0 → M.occ p.1 = M.vir p.2) :
    ∑ p, k p = ∑ X, ∑ p ∈ M.exc X, k p := by
  refine (Finset.sum_fiberwise univ (fun p : O × V => M.occ p.1) k).symm.trans
    (Finset.sum_congr rfl fun X _ => (Finset.sum_subset ?_ ?_).symm)
  · intro p hp
    exact mem_filter.2 ⟨mem_univ _, (mem_filter.1 hp).2.1⟩
  · intro p hp hn
    by_contra h
    have hX : M.occ p.1 = X := (mem_filter.1 hp).2
    exact hn (mem_filter.2 ⟨mem_univ _, hX, (hk p h).symm.trans hX⟩)

omit [Fintype F] in
/-- For local integrals, occupied orbitals below virtual ones and amplitudes `t` that solve the
first-order equation, the energy block between two different fragments is half their dispersion
energy, whatever the fraction of exchange. -/
theorem block_eq (M : FragmentedSystem O V F) (hM : M.Gapped) (hloc : M.Local)
    {t : O × V → O × V → ℝ} (ht : M.IsAmplitude t) (x : ℝ) {X Y : F} (hXY : X ≠ Y) :
    ∑ p ∈ M.exc X, ∑ q ∈ M.exc Y, M.pairEnergy x t p q = 1 / 2 * M.dispersion X Y := by
  unfold dispersion
  rw [← mul_assoc, Finset.mul_sum]
  refine Finset.sum_congr rfl fun p hp => ?_
  rw [Finset.mul_sum]
  refine Finset.sum_congr rfl fun q hq => ?_
  -- the exchange integral contains a charge-transfer excitation from X to Y
  have hx : M.g (p.1, q.2) (q.1, p.2) = 0 := by
    by_contra h
    have h1 : M.occ p.1 = M.vir q.2 := (hloc _ _ h).1
    exact hXY ((mem_filter.1 hp).2.1.symm.trans (h1.trans (mem_filter.1 hq).2.2))
  rw [pairEnergy, hx, M.amplitude_eq hM ht]
  ring

/-- For local integrals, occupied orbitals below virtual ones and amplitudes `t` that solve the
first-order equation, the second-order energy is the sum of the fragment energies and of the
dispersion energies of all pairs of fragments (ordered pairs, hence the half), for every fraction
`x` of exchange. -/
theorem energy_eq_fragments_add_dispersion (M : FragmentedSystem O V F) (hM : M.Gapped)
    (hloc : M.Local) {t : O × V → O × V → ℝ} (ht : M.IsAmplitude t) (x : ℝ) :
    M.energy x t = ∑ X, M.fragmentEnergy x t X
      + 1 / 2 * ∑ X, ∑ Y ∈ univ.erase X, M.dispersion X Y := by
  -- energy terms with a charge-transfer excitation vanish
  have hz : ∀ p q, ¬(M.occ p.1 = M.vir p.2 ∧ M.occ q.1 = M.vir q.2) →
      M.pairEnergy x t p q = 0 := by
    intro p q h
    have hg : M.g p q = 0 := by
      by_contra h'
      exact h (hloc p q h')
    rw [pairEnergy, M.amplitude_eq hM ht, hg]
    simp
  unfold energy
  rw [M.sum_by_fragment (fun p => ∑ q, M.pairEnergy x t p q) (fun p hp => by
    by_contra h
    exact hp (Finset.sum_eq_zero fun q _ => hz p q fun h' => h h'.1)),
    Finset.mul_sum, ← Finset.sum_add_distrib]
  refine Finset.sum_congr rfl fun X _ => ?_
  have h2 : ∀ p, ∑ q, M.pairEnergy x t p q = ∑ Y, ∑ q ∈ M.exc Y, M.pairEnergy x t p q :=
    fun p => M.sum_by_fragment _ fun q hq => by
      by_contra h
      exact hq (hz p q fun h' => h h'.2)
  rw [Finset.sum_congr rfl fun p _ => h2 p, Finset.sum_comm,
    ← Finset.add_sum_erase univ _ (mem_univ X), Finset.mul_sum]
  -- the diagonal block is the fragment energy, the others are dispersion
  exact congrArg₂ (· + ·) rfl (Finset.sum_congr rfl fun Y hY =>
    M.block_eq hM hloc ht x (Finset.ne_of_mem_erase hY).symm)

/-- Two fragments: for symmetric local integrals, occupied orbitals below virtual ones and
amplitudes `t` that solve the first-order equation, the second-order energy is the two fragment
energies plus `-4 ∑ g_iajb² / Δ` between them, for every fraction `x` of exchange. -/
theorem two_fragments (M : FragmentedSystem O V (Fin 2)) (hM : M.Gapped) (hloc : M.Local)
    (hsymm : ∀ p q, M.g p q = M.g q p) {t : O × V → O × V → ℝ} (ht : M.IsAmplitude t) (x : ℝ) :
    M.energy x t = M.fragmentEnergy x t 0 + M.fragmentEnergy x t 1 + M.dispersion 0 1 := by
  have hd : M.dispersion 1 0 = M.dispersion 0 1 := by
    unfold dispersion
    rw [Finset.sum_comm]
    refine congrArg (-4 * ·) (Finset.sum_congr rfl fun p _ => Finset.sum_congr rfl fun q _ => ?_)
    have hg : M.gap q p = M.gap p q := by unfold gap; ring
    rw [hsymm q p, hg]
  have e0 : (univ : Finset (Fin 2)).erase 0 = {1} := by decide
  have e1 : (univ : Finset (Fin 2)).erase 1 = {0} := by decide
  rw [M.energy_eq_fragments_add_dispersion hM hloc ht x, Fin.sum_univ_two, Fin.sum_univ_two,
    e0, e1, Finset.sum_singleton, Finset.sum_singleton, hd]
  ring

omit [Fintype F] in
/-- If occupied orbitals lie below virtual ones, a single nonzero integral between excitations
on `X` and on `Y` makes their dispersion energy strictly negative. -/
theorem dispersion_neg (M : FragmentedSystem O V F) (hM : M.Gapped) {X Y : F} {p q : O × V}
    (hp : p ∈ M.exc X) (hq : q ∈ M.exc Y) (hg : M.g p q ≠ 0) : M.dispersion X Y < 0 := by
  have h0 : ∀ r s, 0 ≤ M.g r s ^ 2 / M.gap r s := fun r s =>
    div_nonneg (sq_nonneg _) (M.gap_pos hM r s).le
  have h1 : 0 < M.g p q ^ 2 / M.gap p q :=
    div_pos (pow_pos (abs_pos.2 hg) 2 |>.trans_eq (sq_abs _)) (M.gap_pos hM p q)
  have h2 : 0 < ∑ r ∈ M.exc X, ∑ s ∈ M.exc Y, M.g r s ^ 2 / M.gap r s :=
    Finset.sum_pos' (fun r _ => Finset.sum_nonneg fun s _ => h0 r s)
      ⟨p, hp, Finset.sum_pos' (fun s _ => h0 p s) ⟨q, hq, h1⟩⟩
  unfold dispersion
  linarith

end FragmentedSystem

open FragmentedSystem

/-- Two fragments with one occupied orbital at `-1` and one virtual orbital at `1` each;
integrals are `1` between local excitations and `c` if charge transfer is involved. -/
def dimer (c : ℝ) : FragmentedSystem (Fin 2) (Fin 2) (Fin 2) where
  occ := fun i => i
  vir := fun a => a
  eOcc := fun _ => -1
  eVir := fun _ => 1
  g := fun p q => if p.1 = p.2 ∧ q.1 = q.2 then 1 else c

/-- Each fragment of the dimer has exactly one local excitation. -/
theorem dimer_exc (c : ℝ) (X : Fin 2) : (dimer c).exc X = {(X, X)} := by
  ext ⟨i, a⟩
  rw [exc, mem_filter]
  simp [dimer]

/-- The dimer without charge-transfer integrals is gapped, local and symmetric, has amplitudes
`-g/4`, and its dispersion energy is `-1`. -/
theorem dimer_witness : (dimer 0).Gapped ∧ (dimer 0).Local ∧
    (∀ p q, (dimer 0).g p q = (dimer 0).g q p) ∧
    (dimer 0).IsAmplitude (fun p q => -(dimer 0).g p q / 4) ∧
    (dimer 0).dispersion 0 1 = -1 := by
  refine ⟨fun i a => ?_, fun p q h => ?_, fun p q => ?_, fun p q => ?_, ?_⟩
  · norm_num [dimer]
  · simpa [dimer] using h
  · simp [dimer, and_comm]
  · simp only [gap, dimer]
    ring
  · rw [dispersion, dimer_exc, dimer_exc, Finset.sum_singleton, Finset.sum_singleton]
    norm_num [gap, dimer]

/-- Without locality, exchange can matter: in the dimer with all integrals `1`, the amplitudes are
`-1/4` and the energy beyond the fragment energies is `-(7/2)(2 - x)`, which depends on the fraction
`x` of exchange. -/
theorem charge_transfer_dimer (x : ℝ) :
    (dimer 1).IsAmplitude (fun _ _ => -1 / 4) ∧
    (dimer 1).energy x (fun _ _ => -1 / 4)
      - ∑ X, (dimer 1).fragmentEnergy x (fun _ _ => -1 / 4) X = -(7 / 2) * (2 - x) := by
  constructor
  · intro p q
    simp only [gap, dimer, ite_self]
    norm_num
  · have hp : ∀ p q, (dimer 1).pairEnergy x (fun _ _ => -1 / 4) p q = -(2 - x) / 4 := by
      intro p q
      simp only [pairEnergy, dimer, ite_self]
      ring
    -- sixteen equal terms in total, of which two are fragment energies
    simp only [energy, fragmentEnergy, hp, dimer_exc, Finset.card_singleton, Finset.sum_const,
      Finset.card_univ, Fintype.card_prod, Fintype.card_fin, nsmul_eq_mul]
    push_cast
    ring

end

end FragmentDispersion
```

```lean
#print axioms FragmentDispersion.FragmentedSystem.energy_eq_fragments_add_dispersion
-- 'FragmentDispersion.FragmentedSystem.energy_eq_fragments_add_dispersion' depends on axioms: [propext, Classical.choice, Quot.sound]
#print axioms FragmentDispersion.FragmentedSystem.two_fragments
-- 'FragmentDispersion.FragmentedSystem.two_fragments' depends on axioms: [propext, Classical.choice, Quot.sound]
#print axioms FragmentDispersion.FragmentedSystem.dispersion_neg
-- 'FragmentDispersion.FragmentedSystem.dispersion_neg' depends on axioms: [propext, Classical.choice, Quot.sound]
#print axioms FragmentDispersion.charge_transfer_dimer
-- 'FragmentDispersion.charge_transfer_dimer' depends on axioms: [propext, Classical.choice, Quot.sound]
```

## From amplitudes to fragment blocks

`gap_pos` adds the two inequalities $e_i<e_a$ and $e_j<e_b$. `amplitude_eq` then solves the first-order equation: `eq_div_iff` multiplies by the nonzero gap, and `linear_combination` finishes with the equation itself.

`sum_by_fragment` splits a sum over excitations. It groups them by the fragment of the occupied orbital with `Finset.sum_fiberwise`, then drops those whose virtual orbital is elsewhere, where the summand is zero by hypothesis.

`block_eq` contains the physical step. Its `hx` shows that $g_{ibja}$ vanishes: otherwise locality would put $i$ and $b$ on the same fragment, although $i$ is on $X$ and $b$ on $Y\neq X$. Inserting the amplitude leaves $-2g_{iajb}^2/\Delta_{iajb}$ for each term, which `ring` matches with half the dispersion term.

In the main theorem, `hz` removes all terms with a charge-transfer excitation. The splitting lemma is applied first to `p` and then to `q`, and `Finset.add_sum_erase` separates the block $Y=X$ from the others, which `block_eq` evaluates. In `two_fragments`, `hd` is the renaming argument for $D_{BA}=D_{AB}$: `Finset.sum_comm` swaps the sums, and the symmetry of $g$ and of the gap does the rest.

`dispersion_neg` shows that $D_{XY}<0$ as soon as one integral between an excitation on $X$ and one on $Y$ is nonzero: every term $g^2/\Delta$ is nonnegative, and that one is positive.

## Two small dimers

In `dimer c`, each fragment has one occupied orbital at energy $-1$ and one virtual orbital at $1$, so every gap is 4. Integrals between two local excitations are 1, and all others are $c$. These numbers are chosen for easy arithmetic and do not describe real molecules: at a distance, an integral between two molecules is much smaller than those within one.

For $c=0$, `dimer_witness` confirms that all the hypotheses are satisfied. One pair of excitations connects fragment 0 to fragment 1, and the dispersion energy is $-4\cdot 1/4=-1$.

For $c=1$, all integrals equal 1 and all amplitudes are $-1/4$. Each of the sixteen pairs of excitations contributes $-(2-x)/4$, and two of them are fragment energies. The other fourteen give $-\tfrac72(2-x)$, as `charge_transfer_dimer` states: $-7$ without exchange and $-7/2$ with full exchange. A gap and symmetric integrals alone therefore do not make the energy beyond the fragments independent of exchange.
